# Pauli matrix-product states are annihilated by every AKLT bond operator, and for two spins 1 they fill its kernel

Let $\sigma_0,\sigma_1,\sigma_2$ be the Pauli matrices for the directions $x,y,z$, and let $X=\mathbf S\cdot\mathbf S'$ be the Heisenberg coupling of two spins 1, with $\hbar=1$. All amplitudes refer to the Cartesian basis of each spin, whose states $|x\rangle,|y\rangle,|z\rangle$ are annihilated by $S_x,S_y,S_z$ respectively, and not to the usual basis of $S_z$ eigenstates. The AKLT operator

$$P=\tfrac13+\tfrac12X+\tfrac16X^2$$

annihilates the two-spin state with amplitudes $(\sigma_a\sigma_b)_{ij}$, for any fixed $i,j$. On an open chain with sites $0,\dots,n$, the operator $P$ of every nearest-neighbour bond annihilates

$$\Psi(s_0,\dots,s_n)=\operatorname{tr}(B\,\sigma_{s_0}\cdots\sigma_{s_n})$$

for every $2\times2$ matrix $B$. For two spins the converse holds too: a state annihilated by $P$ has this form.

In the AKLT model, a spin-1 chain whose Hamiltonian is the sum of these bond operators, the nonzero states of this form have zero energy. They are written with $2\times2$ matrices at any length, which makes them a convenient test case for matrix-product codes.

## Exchange, trace and the Pauli algebra

We use the Cartesian basis of each spin, in which $(S_m)_{ac}=-i\varepsilon_{mac}$ with $m,a,c\in\{0,1,2\}$. Let $\Psi_{ab}$ be the amplitudes of two spins and $T=\sum_c\Psi_{cc}$ their trace. Then

$$(X\Psi)_{ab}=-\sum_{m,c,d}\varepsilon_{mac}\varepsilon_{mbd}\Psi_{cd}
=-\sum_{c,d}(\delta_{ab}\delta_{cd}-\delta_{ad}\delta_{cb})\Psi_{cd}
=\Psi_{ba}-\delta_{ab}T .$$

So $X$ exchanges the indices and subtracts the trace. The trace of $X\Psi$ is $T-3T=-2T$, and a second application gives

$$(X^2\Psi)_{ab}=(\Psi_{ab}-\delta_{ab}T)+2\delta_{ab}T=\Psi_{ab}+\delta_{ab}T .$$

Adding the three terms of $P$,

$$(P\Psi)_{ab}=\tfrac12(\Psi_{ab}+\Psi_{ba})-\tfrac13\delta_{ab}T .$$

This is the symmetric traceless part of the tensor, which carries total spin 2.

**Annihilation.** For a bond inside the chain, write the amplitude as $\operatorname{tr}(BL\sigma_a\sigma_bR)$, where $L$ and $R$ are the products of Pauli matrices to the left and right of the bond. Since $\sigma_a\sigma_b+\sigma_b\sigma_a=2\delta_{ab}$, the symmetric part is $\delta_{ab}\operatorname{tr}(BLR)$. Since $\sigma_c^2=1$, the trace is $T=3\operatorname{tr}(BLR)$. The two terms of $P\Psi$ cancel. A single matrix entry is the special case $(\sigma_a\sigma_b)_{ij}=\operatorname{tr}(E_{ji}\sigma_a\sigma_b)$, where $E_{ji}$ has a 1 in row $j$, column $i$ and zeros elsewhere.

**Converse for two spins.** If $P\Psi=0$, the off-diagonal amplitudes are antisymmetric and the diagonal ones all equal $T/3$. Hence

$$\Psi_{ab}=u\,\delta_{ab}+i\sum_c\varepsilon_{abc}v_c$$

with four numbers $u,v_0,v_1,v_2$. From $\sigma_a\sigma_b=\delta_{ab}+i\sum_c\varepsilon_{abc}\sigma_c$ we get

$$\operatorname{tr}(B\sigma_a\sigma_b)=\delta_{ab}\operatorname{tr}B+i\sum_c\varepsilon_{abc}\operatorname{tr}(B\sigma_c),$$

and $B=\tfrac12(u+\sum_cv_c\sigma_c)$ reproduces $\Psi$. The states are not normalised: $B=1$ gives $2\delta_{ab}$, whose normalised form is the singlet $\delta_{ab}/\sqrt3$.

**Closing the chain.** The same argument handles a ring of three or more sites when $B=1$. By cyclicity of the trace, $\sigma_{s_n}$ and $\sigma_{s_0}$ are also neighbours in the product, so the operator of the closing bond annihilates the state as well. The Lean development below treats open chains only.

## Spins, bonds and matrix products in Lean

The notation `a ∷ s` puts the index `a` of a new first site in front of the configuration `s`.

```lean
import Mathlib

open Matrix Complex

namespace AKLTChain

noncomputable section

local notation:67 a:68 " ∷ " s:67 => Matrix.vecCons a s
```

A configuration assigns one of three Cartesian indices to each site, and a state assigns a complex amplitude to each configuration. No normalisation is imposed.

```lean
/-- Amplitudes of a chain of `n` spins 1 in the Cartesian basis `x, y, z` of each site. -/
abbrev State (n : ℕ) := (Fin n → Fin 3) → ℂ
```

The Pauli matrices and the spin-1 matrices are given by their entries. The Pauli matrices act on the auxiliary two-dimensional space of the matrix product, not on the physical spins.

```lean
/-- The three Pauli matrices. -/
def pauli : Fin 3 → Matrix (Fin 2) (Fin 2) ℂ :=
  ![!![0, 1; 1, 0], !![0, -I; I, 0], !![1, 0; 0, -1]]

/-- The three spin-1 matrices in the Cartesian basis. -/
def spin : Fin 3 → Matrix (Fin 3) (Fin 3) ℂ :=
  ![!![0, 0, 0; 0, 0, -I; 0, I, 0], !![0, 0, I; 0, 0, 0; -I, 0, 0],
    !![0, -I, 0; I, 0, 0; 0, 0, 0]]
```

A one-site operator acts by summing over the index of its site while the others stay fixed; `Function.update s k c` is the configuration `s` with the index at `k` replaced by `c`.

```lean
/-- The one-site operator `A` acting on site `k` of the chain. -/
def onSite {n : ℕ} (k : Fin n) (A : Matrix (Fin 3) (Fin 3) ℂ) (Ψ : State n) : State n :=
  fun s => ∑ c, A (s k) c * Ψ (Function.update s k c)
```

The coupling and the AKLT operator are then maps on states of the whole chain, defined by the formulas for $X$ and $P$. For two sites they play the role of the $9\times9$ matrices.

```lean
/-- The Heisenberg coupling `X = S_k · S_l` acting on a state. -/
def heis {n : ℕ} (k l : Fin n) (Ψ : State n) : State n :=
  fun s => ∑ m, onSite k (spin m) (onSite l (spin m) Ψ) s

/-- The AKLT operator `1/3 + X/2 + X²/6` of the sites `k` and `l`. -/
def aklt {n : ℕ} (k l : Fin n) (Ψ : State n) : State n :=
  fun s => Ψ s / 3 + heis k l Ψ s / 2 + heis k l (heis k l Ψ) s / 6
```

The product of Pauli matrices is built from the left, and `mps B` closes it with the boundary matrix.

```lean
/-- The ordered product of the Pauli matrices selected by a configuration. -/
def word : {n : ℕ} → (Fin n → Fin 3) → Matrix (Fin 2) (Fin 2) ℂ
  | 0, _ => 1
  | _ + 1, s => pauli (s 0) * word (fun j => s j.succ)

/-- The matrix-product state with amplitudes `tr (B W)`, where `W = word s` is the ordered product
of the Pauli matrices selected by the configuration `s`. -/
def mps {n : ℕ} (B : Matrix (Fin 2) (Fin 2) ℂ) : State n := fun s => trace (B * word s)
```

The next theorem confirms that `spin` describes a spin 1: the commutators are those of angular momentum, and $S^2=1(1+1)=2$.

```lean
/-- The matrices `spin` obey the angular momentum commutation relations, and the sum of
their squares is `1(1+1) = 2`. -/
theorem spin_one :
    spin 0 * spin 1 - spin 1 * spin 0 = I • spin 2 ∧
    spin 1 * spin 2 - spin 2 * spin 1 = I • spin 0 ∧
    spin 2 * spin 0 - spin 0 * spin 2 = I • spin 1 ∧
    spin 0 * spin 0 + spin 1 * spin 1 + spin 2 * spin 2 = (2 : ℂ) • 1 := by
  refine ⟨?_, ?_, ?_, ?_⟩ <;> ext i j <;> fin_cases i <;> fin_cases j <;>
    simp [spin] <;> norm_num
```

## From site operators to the symmetric traceless part

Two lemmas, checked entry by entry, supply the Pauli algebra: squares are the identity, and different matrices anticommute.

```lean
private lemma pauli_sq (a : Fin 3) : pauli a * pauli a = 1 := by
  fin_cases a <;> ext i j <;> fin_cases i <;> fin_cases j <;>
    simp [pauli, Matrix.mul_apply, Fin.sum_univ_two]

private lemma pauli_anti (a b : Fin 3) (h : a ≠ b) :
    pauli a * pauli b = -(pauli b * pauli a) := by
  fin_cases a <;> fin_cases b <;> first
    | exact absurd rfl h
    | (ext i j; fin_cases i <;> fin_cases j <;>
        simp [pauli, Matrix.mul_apply, Fin.sum_univ_two])
```

The contraction of two $\varepsilon$ symbols becomes `spin_pair`. Instead of the general identity, Lean works through the nine choices of $a,b$.

```lean
private lemma spin_pair (a b : Fin 3) (F : Fin 3 → Fin 3 → ℂ) :
    ∑ m, ∑ c, spin m a c * ∑ d, spin m b d * F c d
      = F b a - if a = b then ∑ c, F c c else 0 := by
  fin_cases a <;> fin_cases b <;> simp [spin, Fin.sum_univ_three] <;> ring_nf <;>
    simp only [I_sq] <;> ring
```

Every configuration of a non-empty chain consists of a first index and a rest, so two states are equal if they agree on all `a ∷ s`.

```lean
private lemma cons_eq {n : ℕ} (s : Fin (n + 1) → Fin 3) : s = s 0 ∷ (fun j => s j.succ) := by
  funext j
  exact Fin.cases rfl (fun _ => rfl) j

private lemma state_ext {n : ℕ} {Ψ Φ : State (n + 1)}
    (h : ∀ a s, Ψ (a ∷ s) = Φ (a ∷ s)) : Ψ = Φ := by
  funext s
  rw [cons_eq s]
  exact h _ _
```

An operator on the first site sums over the first index. An operator on a later site leaves that index alone and acts on the shorter chain.

```lean
private lemma onSite_zero {n : ℕ} (A) (Ψ : State (n + 1)) (a s) :
    onSite 0 A Ψ (a ∷ s) = ∑ c, A a c * Ψ (c ∷ s) := by
  have e (c : Fin 3) : Function.update (a ∷ s) 0 c = c ∷ s := by
    funext j
    refine Fin.cases ?_ (fun j => ?_) j <;> simp
  simp only [onSite, e, Matrix.cons_val_zero]

private lemma onSite_succ {n : ℕ} (k : Fin n) (A) (Ψ : State (n + 1)) (a s) :
    onSite k.succ A Ψ (a ∷ s) = onSite k A (fun t => Ψ (a ∷ t)) s := by
  have e (c : Fin 3) : Function.update (a ∷ s) k.succ c = a ∷ Function.update s k c := by
    funext j
    refine Fin.cases ?_ (fun j => ?_) j <;>
      simp [Function.update_apply, (Fin.succ_ne_zero k).symm]
  simp only [onSite, e, Matrix.cons_val_succ]
```

The second property passes to $X$ and to $P$. A bond that avoids the first site can therefore be studied on a chain one site shorter, with the first index held fixed.

```lean
private lemma heis_succ {n : ℕ} (k l : Fin n) (Ψ : State (n + 1)) (a s) :
    heis k.succ l.succ Ψ (a ∷ s) = heis k l (fun t => Ψ (a ∷ t)) s := by
  simp only [heis, onSite_succ]

private lemma aklt_succ {n : ℕ} (k l : Fin n) (Ψ : State (n + 1)) (a s) :
    aklt k.succ l.succ Ψ (a ∷ s) = aklt k l (fun t => Ψ (a ∷ t)) s := by
  simp only [aklt, heis_succ]
```

The formulas for $X\Psi$ and $P\Psi$ now follow for the first bond, with the remaining sites `s` as spectators. Here `Fin.succ 0` is site 1. The proof of `aklt_first` applies `heis_first` to both powers of $X$ and separates $a=b$ from $a\ne b$; `ring` collects the fractions.

```lean
/-- On the first two sites, `S₀ · S₁` exchanges the Cartesian indices and subtracts the trace from
the diagonal entries. -/
theorem heis_first {n : ℕ} (Ψ : State (n + 2)) (a b s) :
    heis 0 (Fin.succ 0) Ψ (a ∷ b ∷ s)
      = Ψ (b ∷ a ∷ s) - if a = b then ∑ c, Ψ (c ∷ c ∷ s) else 0 := by
  simp only [heis, onSite_zero, onSite_succ]
  exact spin_pair a b (fun c d => Ψ (c ∷ d ∷ s))

/-- The AKLT operator of the first two sites extracts the symmetric traceless part. -/
theorem aklt_first {n : ℕ} (Ψ : State (n + 2)) (a b s) :
    aklt 0 (Fin.succ 0) Ψ (a ∷ b ∷ s) = (Ψ (a ∷ b ∷ s) + Ψ (b ∷ a ∷ s)) / 2
      - if a = b then (∑ c, Ψ (c ∷ c ∷ s)) / 3 else 0 := by
  simp only [aklt, heis_first]
  rcases eq_or_ne a b with rfl | h
  · simp only [↓reduceIte, Fin.sum_univ_three]
    ring
  · simp only [if_neg h, if_neg h.symm]
    ring
```

## Annihilation along the open chain

Fixing the first index of a matrix-product state gives another one on the shorter chain, with boundary matrix $B\sigma_a$.

```lean
private lemma mps_cons {n : ℕ} (B) (a : Fin 3) (s : Fin n → Fin 3) :
    mps B (a ∷ s) = mps (B * pauli a) s := by
  simp only [mps, word, Matrix.cons_val_zero, Matrix.cons_val_succ, Matrix.mul_assoc]
```

This allows an induction in place of the factors $L$ and $R$. In `aklt_mps` the chain has `n + 1` sites, and `k` labels the bond between sites $k$ and $k+1$, written `k.castSucc` and `k.succ`. A single site has no bond, so there is nothing to prove.

For the first bond, `aklt_first` leaves the symmetric traceless part. With equal indices, `pauli_sq` turns it into a term minus one third of three copies of itself; with different indices, `pauli_anti` makes the two orderings cancel. For a later bond, `aklt_succ` removes the first site, and the induction hypothesis is applied with $B\sigma_a$. This is why the induction is carried out for all $B$ at once.

```lean
/-- Every bond operator of the open AKLT chain annihilates the matrix-product state,
for every boundary matrix `B`. -/
theorem aklt_mps {n : ℕ} (B) (k : Fin n) : aklt k.castSucc k.succ (mps B) = 0 := by
  induction n generalizing B with
  | zero => exact k.elim0
  | succ n ih =>
    refine Fin.cases ?_ (fun k => ?_) k
    · refine state_ext fun a t => ?_
      rw [cons_eq t]
      refine (aklt_first (mps B) a _ _).trans ?_
      change _ = (0 : ℂ)
      simp only [mps_cons, Matrix.mul_assoc, pauli_sq]
      -- equal indices give the identity, different ones anticommute
      split_ifs with h
      · rw [← h, pauli_sq, Fin.sum_univ_three]
        ring
      · rw [pauli_anti a _ h]
        simp [mps]
    · refine state_ext fun a s => ?_
      rw [← Fin.succ_castSucc, aklt_succ]
      simp only [mps_cons]
      exact congrFun (ih (B * pauli a) k) s
```

The statement about fixed $i,j$ follows by writing the matrix entry as a trace with `Matrix.single j i 1`, which is $E_{ji}$.

```lean
/-- The AKLT operator of two spins 1 annihilates the tensor `(σ_a σ_b)_ij` for fixed `i, j`. -/
theorem aklt_pauli_entry (i j : Fin 2) :
    aklt 0 1 (fun s : Fin 2 → Fin 3 => (pauli (s 0) * pauli (s 1)) i j) = 0 := by
  have key (M : Matrix (Fin 2) (Fin 2) ℂ) : M i j = trace (Matrix.single j i 1 * M) := by
    fin_cases i <;> fin_cases j <;>
      simp [Matrix.trace_fin_two, Matrix.mul_apply, Matrix.single]
  have e : (fun s : Fin 2 → Fin 3 => (pauli (s 0) * pauli (s 1)) i j)
      = mps (Matrix.single j i 1) := by
    funext s
    exact (key (pauli (s 0) * pauli (s 1))).trans (by simp [mps, word])
  rw [e]
  exact aklt_mps _ (0 : Fin 1)
```

## The kernel for two spins

The lemma `two_site` contains the explicit solution for $B$. Its hypotheses say that the diagonal entries of `F` are equal and the off-diagonal ones antisymmetric. The matrix in the proof is $\tfrac12(u+\sum_cv_c\sigma_c)$ with $u=F_{00}$, $v_0=-iF_{12}$, $v_1=-iF_{20}$ and $v_2=-iF_{01}$.

```lean
private lemma two_site (F : Fin 3 → Fin 3 → ℂ) (hd : ∀ a, F a a = F 0 0)
    (ho : ∀ a b, a ≠ b → F b a = -F a b) :
    ∃ B, ∀ a b, trace (B * pauli a * pauli b) = F a b := by
  refine ⟨!![(F 0 0 - I * F 0 1) / 2, (-I * F 1 2 - F 2 0) / 2;
    (-I * F 1 2 + F 2 0) / 2, (F 0 0 + I * F 0 1) / 2], fun a b => ?_⟩
  have h1 := hd 1
  have h2 := hd 2
  have h3 := ho 0 1 (by decide)
  have h4 := ho 1 2 (by decide)
  have h5 := ho 2 0 (by decide)
  fin_cases a <;> fin_cases b <;>
    simp [pauli, Matrix.trace_fin_two, h1, h2, h3, h4, h5] <;> ring_nf <;>
    simp only [I_sq] <;> ring
```

In `aklt_kernel`, the assumption $P\Psi=0$ is first rewritten as the vanishing of the symmetric traceless part. Subtracting two diagonal equations gives equal diagonal entries, and doubling an off-diagonal equation gives antisymmetry, so `two_site` provides $B$. The reverse direction is `aklt_mps` for the only bond.

The equivalence concerns two sites. For longer chains the theorems give one direction: matrix-product states are annihilated, while other common zero states are not excluded. Nor do they address the energy gap for which the AKLT model is known.

```lean
/-- For two spins 1, the states annihilated by the AKLT operator are exactly those with
amplitudes `tr (B σ_a σ_b)` for some matrix `B`. -/
theorem aklt_kernel (Ψ : State 2) : aklt 0 1 Ψ = 0 ↔ ∃ B, Ψ = mps B := by
  constructor
  · intro h
    -- the symmetric traceless part of the amplitudes vanishes
    have e (a b : Fin 3) : (Ψ (a ∷ b ∷ ![]) + Ψ (b ∷ a ∷ ![])) / 2
        - (if a = b then (∑ c, Ψ (c ∷ c ∷ ![])) / 3 else 0) = 0 :=
      (aklt_first (n := 0) Ψ a b ![]).symm.trans (congrFun h _)
    obtain ⟨B, hB⟩ := two_site (fun a b => Ψ (a ∷ b ∷ ![]))
      (fun a => by
        have h1 := e a a
        have h2 := e 0 0
        simp only [↓reduceIte] at h1 h2
        linear_combination h1 - h2)
      (fun a b hab => by
        have h1 := e a b
        rw [if_neg hab] at h1
        linear_combination 2 * h1)
    refine ⟨B, state_ext fun a t => ?_⟩
    have ht : t = t 0 ∷ ![] := by
      funext j
      fin_cases j
      rfl
    rw [ht]
    refine (hB a (t 0)).symm.trans ?_
    rw [mps_cons, mps_cons]
    simp only [mps, word, mul_one]
  · rintro ⟨B, rfl⟩
    exact aklt_mps B (0 : Fin 1)

end

end AKLTChain
```

```lean
#print axioms AKLTChain.spin_one
-- 'AKLTChain.spin_one' depends on axioms: [propext, Classical.choice, Quot.sound]
#print axioms AKLTChain.aklt_pauli_entry
-- 'AKLTChain.aklt_pauli_entry' depends on axioms: [propext, Classical.choice, Quot.sound]
#print axioms AKLTChain.aklt_kernel
-- 'AKLTChain.aklt_kernel' depends on axioms: [propext, Classical.choice, Quot.sound]
```
